# For positive masses, Z is a generalized inverse of the Wilson matrix G exactly when G Z B = B

## A step in redundant internal coordinates

A geometry optimisation of a ring molecule often uses more bond lengths, angles and torsions than the molecule has vibrational degrees of freedom. The optimiser proposes a change \(s\) of these internal coordinates, and the atoms must then be moved in Cartesian space to produce it. Two questions arise: can any Cartesian displacement produce \(s\), and if so, how is one computed?

To first order, a Cartesian displacement \(x\) changes the internal coordinates by \(Bx\), where \(B\) is the matrix of first derivatives of the internal coordinates, known as Wilson's B matrix. With \(M\) the diagonal matrix of masses \(m_i>0\), one for each Cartesian component, the Wilson matrix \(G\) of the title is

\[ G = B M^{-1} B^{T}. \]

If the coordinates are redundant, \(G\) is singular. A generalized inverse, a square matrix \(Z\) with \(GZG=G\), can take the place of \(G^{-1}\).

## What is claimed, and how Lean says it

For every real \(B\), whatever its rank, and all positive masses:

- \(G\) is positive semidefinite, and \(Gv=0\) exactly when \(B^Tv=0\).
- \(GZG=G\) exactly when \(GZB=B\).
- If \(GZG=G\), some \(x\) satisfies \(Bx=s\) exactly when \(GZs=s\). The step \(M^{-1}B^TZs\) then produces \(s\), and its mass-weighted square length \(\sum_i m_ix_i^2\) is at most that of any other displacement producing \(s\).

\(Z\) need be neither symmetric nor the Moore–Penrose inverse.

In the file, the finite types `k` and `n` label the internal coordinates and the Cartesian components; `k` is not a force constant, and `n` does not count atoms. The masses are a function `m : n → ℝ`, with positivity supplied by `hm : ∀ i, 0 < m i`. Nothing forces the three components of one atom to share a mass, and setting all masses to 1 gives \(G=BB^T\). The matrix \(G\) is `wilsonG B m`, and the step is `cartesianStep B m Z s`. The symbol `*ᵥ` applies a matrix to a vector, and `⬝ᵥ` is the dot product. `PosSemidef` includes the symmetry of \(G\).

The theorems take \(B\) as a given constant matrix. Real internal coordinates are curved functions of the atomic positions, so for a finite step the results apply only to the linearised problem at the current geometry. Within that linearisation, they justify converting an internal step \(s\) that some Cartesian displacement can produce into the Cartesian step \(M^{-1}B^TZs\).

## From the quadratic form to the generalized inverse

**Kernel.** Moving \(B\) across the dot product gives

\[ v^TGv = (B^Tv)^TM^{-1}(B^Tv) = \sum_i \frac{(B^Tv)_i^2}{m_i} \ge 0. \]

Since \(G\) is also symmetric, it is positive semidefinite. If \(Gv=0\), the sum vanishes, hence so does each of its nonnegative terms, and \(B^Tv=0\). Conversely, \(B^Tv=0\) gives \(Gv=BM^{-1}B^Tv=0\).

**Cancelling on the right.** Suppose \(AG=0\), and write a row of \(A\) as a column vector \(a\). Then \(a^TG=0\), so \(Ga=0\) by symmetry. The kernel result gives \(B^Ta=0\), that is, \(a^TB=0\). This holds for every row, so \(AB=0\).

**Generalized inverse.** If \(GZG=G\), then \((GZ-1)G=0\), so \((GZ-1)B=0\), which is \(GZB=B\). Conversely, multiplying \(GZB=B\) on the right by \(M^{-1}B^T\) gives \(GZG=G\).

**Realisable displacements.** Let \(x^*=M^{-1}B^TZs\), so that \(Bx^*=GZs\). If \(s=Bx\), then \(GZs=GZBx=Bx=s\). If instead \(GZs=s\), then \(x^*\) itself produces \(s\).

**Least length.** Let \(Bx=s\) and \(d=x-x^*\). Then \(Bd=0\), and

\[ \sum_i m_ix^*_id_i=(B^TZs)^Td=(Zs)^TBd=0. \]

Expanding \(x=x^*+d\) therefore gives

\[ \sum_i m_ix_i^2=\sum_i m_i(x_i^*)^2+\sum_i m_id_i^2\ge\sum_i m_i(x_i^*)^2. \]

## A bond length listed twice

For a diatomic on a line with masses \(a,b>0\) and its bond length listed twice,

\[ B=\begin{pmatrix}-1&1\\-1&1\end{pmatrix},\qquad G=\frac1\mu\begin{pmatrix}1&1\\1&1\end{pmatrix},\qquad \mu=\frac{ab}{a+b}. \]

The determinant of \(G\) is zero. With \(Z=\mathrm{diag}(\mu,0)\),

\[ GZ=\begin{pmatrix}1&0\\1&0\end{pmatrix},\qquad GZG=G. \]

The condition \(GZs=s\) reads \(s_1=s_2\): both copies of the bond length must change equally.

## Nonzero masses are not enough

Take a single bond length on a line, \(B=(-1\;\;1)\), and the unphysical masses \(m=(1,-1)\). Then \(G=1-1=0\), although \(B^T\) has only the zero vector in its kernel. Every number \(Z\) satisfies \(GZG=G\), but \(GZB=0\ne B\). Positivity therefore can't be weakened to \(m_i\neq0\) in the kernel statement or in the equivalence.

## The Lean file

```lean
import Mathlib

open Matrix

namespace WilsonBMatrix

noncomputable section

variable {k n : Type*} [Fintype k] [Fintype n] [DecidableEq n]

/-- The Wilson matrix `G = B M⁻¹ Bᵀ` for nonzero masses `m i`, one for each Cartesian
component. -/
def wilsonG (B : Matrix k n ℝ) (m : n → ℝ) : Matrix k k ℝ :=
  B * diagonal (fun i => (m i)⁻¹) * Bᵀ

/-- The Cartesian step `M⁻¹ Bᵀ Z s` computed from an internal displacement `s`, for nonzero
masses `m i`. -/
def cartesianStep (B : Matrix k n ℝ) (m : n → ℝ) (Z : Matrix k k ℝ) (s : k → ℝ) : n → ℝ :=
  fun i => (Bᵀ *ᵥ (Z *ᵥ s)) i / m i

omit [Fintype k] in
/-- The Wilson `G` matrix is symmetric. -/
theorem wilsonG_transpose (B : Matrix k n ℝ) (m : n → ℝ) :
    (wilsonG B m)ᵀ = wilsonG B m := by
  simp [wilsonG, Matrix.transpose_mul, Matrix.mul_assoc]

/-- `G` acts on a vector by applying `Bᵀ`, dividing by the masses, and applying `B`. -/
theorem wilsonG_mulVec (B : Matrix k n ℝ) (m : n → ℝ) (v : k → ℝ) :
    wilsonG B m *ᵥ v = B *ᵥ (fun i => (Bᵀ *ᵥ v) i / m i) := by
  rw [wilsonG, ← Matrix.mulVec_mulVec, ← Matrix.mulVec_mulVec]
  congr 1
  ext i
  rw [Matrix.mulVec_diagonal, div_eq_inv_mul]

/-- The quadratic form of `G` is the sum of the squared components of `Bᵀ v`, each divided
by its mass. -/
theorem wilsonG_quadratic (B : Matrix k n ℝ) (m : n → ℝ) (v : k → ℝ) :
    v ⬝ᵥ wilsonG B m *ᵥ v = ∑ i, (Bᵀ *ᵥ v) i ^ 2 / m i := by
  rw [wilsonG_mulVec, Matrix.dotProduct_mulVec, ← Matrix.mulVec_transpose]
  simp only [dotProduct]
  refine Finset.sum_congr rfl fun i _ => ?_
  ring

/-- For positive masses, `G` is positive semidefinite and has the same kernel as `Bᵀ`. -/
theorem wilsonG_posSemidef_and_ker (B : Matrix k n ℝ) {m : n → ℝ} (hm : ∀ i, 0 < m i) :
    (wilsonG B m).PosSemidef ∧ ∀ v, wilsonG B m *ᵥ v = 0 ↔ Bᵀ *ᵥ v = 0 := by
  have hnn : ∀ (v : k → ℝ) (i : n), 0 ≤ (Bᵀ *ᵥ v) i ^ 2 / m i :=
    fun v i => div_nonneg (sq_nonneg _) (hm i).le
  refine ⟨Matrix.PosSemidef.of_dotProduct_mulVec_nonneg ?_ ?_, fun v => ⟨fun h => ?_, fun h => ?_⟩⟩
  · rw [Matrix.IsHermitian, Matrix.conjTranspose_eq_transpose_of_trivial]
    exact wilsonG_transpose B m
  · intro v
    rw [star_trivial, wilsonG_quadratic]
    exact Finset.sum_nonneg fun i _ => hnn v i
  · -- a vanishing sum of nonnegative terms vanishes term by term
    have h0 : ∑ i, (Bᵀ *ᵥ v) i ^ 2 / m i = 0 := by
      rw [← wilsonG_quadratic, h, dotProduct_zero]
    ext i
    have hi := (Finset.sum_eq_zero_iff_of_nonneg fun i _ => hnn v i).1 h0 i (Finset.mem_univ i)
    rcases div_eq_zero_iff.1 hi with h1 | h1
    · exact (pow_eq_zero_iff two_ne_zero).1 h1
    · exact absurd h1 (hm i).ne'
  · rw [wilsonG, ← Matrix.mulVec_mulVec, h, Matrix.mulVec_zero]

/-- For positive masses, a matrix that annihilates `G` from the left also annihilates `B`. -/
theorem mul_B_eq_zero {l : Type*} (B : Matrix k n ℝ) {m : n → ℝ} (hm : ∀ i, 0 < m i)
    (A : Matrix l k ℝ) (hA : A * wilsonG B m = 0) : A * B = 0 := by
  ext i j
  -- each row of `A` lies in the kernel of the symmetric matrix `G`
  have hrow : wilsonG B m *ᵥ A i = 0 := by
    rw [← wilsonG_transpose, Matrix.mulVec_transpose]
    ext j
    exact congrFun (congrFun hA i) j
  have hB := ((wilsonG_posSemidef_and_ker B hm).2 (A i)).1 hrow
  rw [Matrix.mulVec_transpose] at hB
  exact congrFun hB j

/-- For positive masses, `Z` is a generalized inverse of `G`, meaning `G Z G = G`, exactly
when `G Z B = B`. -/
theorem generalizedInverse_iff (B : Matrix k n ℝ) {m : n → ℝ} (hm : ∀ i, 0 < m i)
    (Z : Matrix k k ℝ) :
    wilsonG B m * Z * wilsonG B m = wilsonG B m ↔ wilsonG B m * Z * B = B := by
  classical
  constructor
  · intro h
    have hA : (wilsonG B m * Z - 1) * wilsonG B m = 0 := by
      rw [Matrix.sub_mul, Matrix.one_mul, h, sub_self]
    have hB := mul_B_eq_zero B hm _ hA
    rwa [Matrix.sub_mul, Matrix.one_mul, sub_eq_zero] at hB
  · intro h
    calc wilsonG B m * Z * wilsonG B m
        = wilsonG B m * Z * B * diagonal (fun i => (m i)⁻¹) * Bᵀ := by
          simp only [wilsonG, Matrix.mul_assoc]
      _ = wilsonG B m := by rw [h, wilsonG]

/-- The Cartesian step built from `s` changes the internal coordinates by `G Z s`. -/
theorem B_mulVec_cartesianStep (B : Matrix k n ℝ) (m : n → ℝ) (Z : Matrix k k ℝ)
    (s : k → ℝ) : B *ᵥ cartesianStep B m Z s = (wilsonG B m * Z) *ᵥ s := by
  rw [← Matrix.mulVec_mulVec]
  exact (wilsonG_mulVec B m (Z *ᵥ s)).symm

/-- For positive masses and `G Z G = G`, an internal displacement `s` comes from some
Cartesian displacement exactly when `G Z s = s`. -/
theorem feasible_iff (B : Matrix k n ℝ) {m : n → ℝ} (hm : ∀ i, 0 < m i) {Z : Matrix k k ℝ}
    (hZ : wilsonG B m * Z * wilsonG B m = wilsonG B m) (s : k → ℝ) :
    (∃ x, B *ᵥ x = s) ↔ (wilsonG B m * Z) *ᵥ s = s := by
  constructor
  · rintro ⟨x, rfl⟩
    rw [Matrix.mulVec_mulVec, (generalizedInverse_iff B hm Z).1 hZ]
  · intro h
    exact ⟨cartesianStep B m Z s, (B_mulVec_cartesianStep B m Z s).trans h⟩

/-- For positive masses and `G Z G = G`, if `x` produces the internal displacement `s`, then
so does the Cartesian step built from `s`, with mass-weighted square length at most that
of `x`. -/
theorem cartesianStep_minimal (B : Matrix k n ℝ) {m : n → ℝ} (hm : ∀ i, 0 < m i)
    {Z : Matrix k k ℝ} (hZ : wilsonG B m * Z * wilsonG B m = wilsonG B m)
    {s : k → ℝ} {x : n → ℝ} (hx : B *ᵥ x = s) :
    B *ᵥ cartesianStep B m Z s = s ∧
      ∑ i, m i * cartesianStep B m Z s i ^ 2 ≤ ∑ i, m i * x i ^ 2 := by
  have h1 : B *ᵥ cartesianStep B m Z s = s :=
    (B_mulVec_cartesianStep B m Z s).trans ((feasible_iff B hm hZ s).1 ⟨x, hx⟩)
  refine ⟨h1, ?_⟩
  -- the step is orthogonal, in the mass metric, to its difference from `x`
  have h2 : (Bᵀ *ᵥ (Z *ᵥ s)) ⬝ᵥ (x - cartesianStep B m Z s) = 0 := by
    rw [Matrix.mulVec_transpose, ← Matrix.dotProduct_mulVec, Matrix.mulVec_sub, hx, h1,
      sub_self, dotProduct_zero]
  simp only [dotProduct, Pi.sub_apply] at h2
  have h3 : ∑ i, m i * cartesianStep B m Z s i * (x i - cartesianStep B m Z s i) = 0 := by
    refine (Finset.sum_congr rfl fun i _ => ?_).trans h2
    have hd : m i * cartesianStep B m Z s i = (Bᵀ *ᵥ (Z *ᵥ s)) i := by
      have := (hm i).ne'
      simp only [cartesianStep]
      field_simp
    rw [hd]
  have h4 : ∑ i, m i * x i ^ 2 = ∑ i, m i * cartesianStep B m Z s i ^ 2
      + 2 * ∑ i, m i * cartesianStep B m Z s i * (x i - cartesianStep B m Z s i)
      + ∑ i, m i * (x i - cartesianStep B m Z s i) ^ 2 := by
    rw [Finset.mul_sum, ← Finset.sum_add_distrib, ← Finset.sum_add_distrib]
    refine Finset.sum_congr rfl fun i _ => ?_
    ring
  have h5 : 0 ≤ ∑ i, m i * (x i - cartesianStep B m Z s i) ^ 2 :=
    Finset.sum_nonneg fun i _ => mul_nonneg (hm i).le (sq_nonneg _)
  linarith

/-- For a diatomic on a line with positive masses `a`, `b` and its bond length listed twice,
`G` is singular, and the matrix with the reduced mass as its only nonzero entry, in the upper
left corner, satisfies `G Z G = G`. -/
theorem generalizedInverse_witness {a b : ℝ} (ha : 0 < a) (hb : 0 < b) :
    (wilsonG !![-1, 1; -1, 1] ![a, b]).det = 0 ∧
      wilsonG !![-1, 1; -1, 1] ![a, b] * !![a * b / (a + b), 0; 0, 0]
        * wilsonG !![-1, 1; -1, 1] ![a, b] = wilsonG !![-1, 1; -1, 1] ![a, b] := by
  have hG : wilsonG !![-1, 1; -1, 1] ![a, b]
      = !![a⁻¹ + b⁻¹, a⁻¹ + b⁻¹; a⁻¹ + b⁻¹, a⁻¹ + b⁻¹] := by
    have hD : diagonal (fun i => (![a, b] i)⁻¹) = !![a⁻¹, 0; 0, b⁻¹] := by
      ext i j
      fin_cases i <;> fin_cases j <;> simp
    have hT : (!![-1, 1; -1, 1] : Matrix (Fin 2) (Fin 2) ℝ)ᵀ = !![-1, -1; 1, 1] := by
      ext i j
      fin_cases i <;> fin_cases j <;> simp
    rw [wilsonG, hD, hT, Matrix.mul_fin_two, Matrix.mul_fin_two]
    simp
  have hc : (a⁻¹ + b⁻¹) * (a * b / (a + b)) = 1 := by
    have hab := (add_pos ha hb).ne'
    rw [inv_add_inv ha.ne' hb.ne']
    field_simp
  rw [hG]
  constructor
  · rw [Matrix.det_fin_two_of]
    ring
  · rw [Matrix.mul_fin_two, Matrix.mul_fin_two]
    simp only [mul_zero, zero_mul, add_zero, hc, one_mul]

end

end WilsonBMatrix
```

```lean
#print axioms WilsonBMatrix.generalizedInverse_iff
#print axioms WilsonBMatrix.cartesianStep_minimal
```

```
'WilsonBMatrix.generalizedInverse_iff' depends on axioms: [propext, Classical.choice, Quot.sound]
'WilsonBMatrix.cartesianStep_minimal' depends on axioms: [propext, Classical.choice, Quot.sound]
```

## How the lemmas carry the argument

`wilsonG_transpose` supplies the symmetry of \(G\), and `wilsonG_mulVec` writes its action as \(B^T\), division by the masses, then \(B\). From the second of these, `wilsonG_quadratic` obtains the sum of squares by moving \(B\) across the dot product and comparing terms.

In `wilsonG_posSemidef_and_ker`, `hnn` records that each term is nonnegative. `Finset.sum_eq_zero_iff_of_nonneg` then turns a vanishing sum into vanishing terms, and `hm` rules out a zero denominator.

`mul_B_eq_zero` is the cancellation step. The expression `A i` is row \(i\) of \(A\), and `hrow` places it in the kernel of \(G\). `generalizedInverse_iff` applies this lemma to `wilsonG B m * Z - 1`; its `calc` block is the converse, multiplication by \(M^{-1}B^T\).

`B_mulVec_cartesianStep` is the identity \(Bx^*=GZs\). The forward direction of `feasible_iff` uses `generalizedInverse_iff`, and the converse uses this identity. In `cartesianStep_minimal`, `h2` and `h3` express the orthogonality, `h4` expands the square, `h5` gives the sign of the remainder, and `linarith` combines them.

For the diatomic, `generalizedInverse_witness` computes \(G\) explicitly in `hG` and proves \((a^{-1}+b^{-1})\mu=1\) in `hc`. Evaluating the determinant and multiplying out the two-by-two matrices then finish the proof.
